# Local minima among 0/1 fillings in a DFT+U model with fixed orbitals and levels

## Starting a DFT+U run from several occupations

In a DFT+U calculation with partly filled d or f shells, one often starts the self-consistency cycle from several initial occupation matrices and keeps the converged solution of lowest energy. The precaution is needed because a run can settle in a minimum that is only local, with electrons in the wrong orbitals. A model with fixed orbitals and levels, in which only the occupations vary, also has such minima, and in it one can say exactly which fillings they are. They can be lost once the orbitals are free to rotate, as discussed below.

Take finitely many spin-orbitals with levels \(e_i\) and occupations \(0\le n_i\le 1\), and let

\[
E(n)=\sum_i e_i n_i+\frac U2\sum_i (n_i-n_i^2),\qquad \sum_i n_i=N .
\]

The second term is the simplified DFT+U correction, written in the eigenvalues of the occupation matrix. The constant \(U\) stands for the effective on-site repulsion and penalises fractional occupation. The \(e_i\) are levels without this correction: the derivative \(\partial E/\partial n_i=e_i+U/2-Un_i\) equals \(e_i-U/2\) for a filled orbital and \(e_i+U/2\) for an empty one.

## The criterion for a local minimum

Let \(U>0\), and let \(A\) be the set of filled orbitals, so that \(N=|A|\). The filling is a local minimum if and only if

\[
e_i-e_j<U\quad\text{for every } i\in A,\ j\notin A .
\]

**Necessity.** Move a charge \(t\) from orbital \(i\) to another orbital \(j\). The linear term changes by \(t(e_j-e_i)\). In the penalty, the parts linear in the occupations cancel and the squares give \(\frac U2(2n_it-2n_jt-2t^2)\). Hence

\[
\Delta E=t\,\bigl(e_j-e_i+U(n_i-n_j)\bigr)-Ut^2 .
\]

For \(i\) filled and \(j\) empty this is \(t(e_j-e_i+U)-Ut^2\). If \(e_i-e_j\ge U\), then \(\Delta E\le -Ut^2<0\) for every \(0<t\le 1\), however small, and the filling is not a local minimum. Equality is excluded too, because the quadratic term then decides.

**Sufficiency.** If the criterion holds, every \(e_i-U/2\) with \(i\in A\) lies below every \(e_j+U/2\) with \(j\notin A\). Both sets are finite, so some chemical potential \(\mu\) lies strictly between them. Let \(x\) be other occupations with the same total. Relative to the filling, orbital \(k\) changes \(E-\mu N\) by

\[
(1-x_k)\Bigl(\tfrac U2x_k-(e_k-\mu)\Bigr)\quad (k\in A),\qquad
x_k\Bigl(\tfrac U2(1-x_k)-(\mu-e_k)\Bigr)\quad (k\notin A).
\]

At the filling itself the second factors are \(\mu-(e_k-U/2)\) and \((e_k+U/2)-\mu\), both positive. They stay positive nearby, so no orbital's contribution decreases. In the sum over \(k\) the terms with \(\mu\) cancel, since the totals agree.

## Fractional occupations and the global minimum

Suppose that two orbitals \(i\) and \(j\) are fractional at a local minimum. Small transfers \(t\) and \(-t\) are then both allowed, and their energy changes add up to \(-2Ut^2<0\), so one of them lowers the energy. At most one orbital can therefore be fractional, and a single fractional orbital cannot complete an integer total. For integer \(N\), every local minimum is a 0/1 filling.

The filling of \(A\) is a global minimum exactly when \(e_i\le e_j\) for all \(i\in A\), \(j\notin A\), which is the aufbau order. Moving a whole electron costs \(e_j-e_i\), so the order is necessary. Conversely, choose \(\mu\) with \(e_i\le\mu\le e_j\) for all such pairs. Both products above are then nonnegative on the whole range \(0\le x_k\le1\). This part holds for \(U=0\) as well.

A metastable filling, local but not global, thus has some filled level above an empty one, with all such differences smaller than \(U\).

## The statement in Lean

The orbitals form a finite type `ι`; levels and occupations are functions `ι → ℝ`. `energy U e n` is \(E(n)\), `feasible N` contains the bounds and the fixed total, and `filling A` is 1 on `A` and 0 elsewhere. `IsLocalMinOn` says that no feasible occupations near the given ones have lower energy, and `IsMinOn` says this for all feasible occupations; ties are allowed in both. If `A` is empty or contains every orbital, the feasible set is a single point and the criterion is vacuously true.

The model simplifies an actual calculation by treating the DFT energy without the correction as linear in the occupations of fixed orbitals. In a self-consistent run the levels respond to the occupations, the shell exchanges charge with other states, and the orbitals can rotate. Rotation matters for the metastable fillings. If a filled orbital \(i\) is mixed with a lower empty orbital \(j\) by a small angle \(\theta\neq0\), the eigenvalues of the occupation matrix stay 0 or 1, so the penalty stays zero, and with fixed levels the energy changes by \(-(e_i-e_j)\sin^2\theta<0\). With rotations allowed and the levels still fixed, a metastable filling therefore remains a minimum only if every such pair is kept from mixing, for example by symmetry or by different spin.

```lean
import Mathlib

open Filter Topology

namespace HubbardMetastability

noncomputable section

variable {ι : Type*} [Fintype ι] [DecidableEq ι]

/-- The energy of occupations `n` in levels `e` with a Hubbard penalty `U` on
fractional occupation: `∑ e n + (U/2) ∑ (n - n²)`. -/
def energy (U : ℝ) (e n : ι → ℝ) : ℝ :=
  ∑ i, (e i * n i + U / 2 * (n i - n i ^ 2))

/-- Occupations between zero and one that add up to `N` electrons. -/
def feasible (N : ℝ) : Set (ι → ℝ) :=
  {n | (∀ i, 0 ≤ n i ∧ n i ≤ 1) ∧ ∑ i, n i = N}

/-- The occupations that fill the orbitals in `A` and leave all others empty. -/
def filling (A : Finset ι) : ι → ℝ := fun i => if i ∈ A then 1 else 0

/-- The occupations after a charge `t` has moved from orbital `i` to orbital `j`. -/
def transfer (n : ι → ℝ) (i j : ι) (t : ℝ) : ι → ℝ :=
  fun k => n k + t * ((if k = j then (1 : ℝ) else 0) - (if k = i then (1 : ℝ) else 0))

/-- The filling of `A` is an admissible set of occupations with `|A|` electrons. -/
theorem filling_mem (A : Finset ι) : filling A ∈ feasible (A.card : ℝ) := by
  refine ⟨fun i => ?_, by simp [filling]⟩
  by_cases h : i ∈ A <;> simp [filling, h]

/-- Moving a charge `t` between two different orbitals changes the energy by a linear term and the
quadratic term `-U t²`. -/
theorem energy_transfer (U : ℝ) (e n : ι → ℝ) {i j : ι} (hij : i ≠ j) (t : ℝ) :
    energy U e (transfer n i j t) =
      energy U e n + t * (e j - e i + U * (n i - n j)) - U * t ^ 2 := by
  have hk : ∀ k, e k * transfer n i j t k
        + U / 2 * (transfer n i j t k - transfer n i j t k ^ 2) =
      (e k * n k + U / 2 * (n k - n k ^ 2))
        + (if k = j then t * (e j + U / 2 - U * n j) - U / 2 * t ^ 2 else 0)
        + (if k = i then -t * (e i + U / 2 - U * n i) - U / 2 * t ^ 2 else 0) := by
    intro k
    by_cases h1 : k = j
    · subst h1
      simp only [transfer, if_true, if_neg hij.symm]
      ring
    · by_cases h2 : k = i
      · subst h2
        simp only [transfer, if_true, if_neg h1]
        ring
      · simp only [transfer, if_neg h1, if_neg h2]
        ring
  unfold energy
  rw [Finset.sum_congr rfl (fun k _ => hk k)]
  simp only [Finset.sum_add_distrib, Finset.sum_ite_eq', Finset.mem_univ, if_true]
  ring

/-- At a local minimum, every sufficiently small admissible charge transfer between two
different orbitals has a linear energy cost of at least `U t²`. -/
theorem transfer_cost {U N : ℝ} {e n : ι → ℝ} (hn : n ∈ feasible N)
    (h : IsLocalMinOn (energy U e) (feasible N) n) {i j : ι} (hij : i ≠ j) :
    ∃ ε > 0, ∀ t : ℝ, |t| < ε → 0 ≤ n i - t → n i - t ≤ 1 → 0 ≤ n j + t → n j + t ≤ 1 →
      U * t ^ 2 ≤ t * (e j - e i + U * (n i - n j)) := by
  have h1 : ∀ᶠ x in 𝓝[feasible N] n, energy U e n ≤ energy U e x := h
  have h2 := eventually_nhdsWithin_iff.mp h1
  have hc : Continuous (fun t : ℝ => transfer n i j t) :=
    continuous_pi fun k => continuous_const.add (continuous_id.mul continuous_const)
  have h0 : transfer n i j 0 = n := by
    ext k
    simp [transfer]
  have ht : Tendsto (fun t : ℝ => transfer n i j t) (𝓝 0) (𝓝 n) := by
    have := hc.tendsto 0
    rwa [h0] at this
  obtain ⟨ε, hε, hb⟩ := Metric.eventually_nhds_iff.mp (ht.eventually h2)
  refine ⟨ε, hε, fun t ht a1 a2 a3 a4 => ?_⟩
  -- the shifted occupations are still admissible
  have hm : transfer n i j t ∈ feasible N := by
    refine ⟨fun k => ?_, ?_⟩
    · by_cases h1 : k = j
      · subst h1
        simp only [transfer, if_true, if_neg hij.symm]
        constructor <;> linarith
      · by_cases h2 : k = i
        · subst h2
          simp only [transfer, if_true, if_neg h1]
          constructor <;> linarith
        · simp only [transfer, if_neg h1, if_neg h2]
          constructor <;> linarith [(hn.1 k).1, (hn.1 k).2]
    · have hs := hn.2
      simp [transfer, Finset.sum_add_distrib, ← Finset.mul_sum, Finset.sum_sub_distrib, hs]
  have hE := hb (by simpa [Real.dist_eq] using ht) hm
  rw [energy_transfer U e n hij t] at hE
  linarith

omit [DecidableEq ι] in
/-- If each orbital's contribution to `E - μ N` is no larger in `a` than in `x`, and both
hold the same number of electrons, then `a` has no higher energy than `x`. -/
theorem energy_le_of_potential {U N μ : ℝ} {e a x : ι → ℝ}
    (ha : a ∈ feasible N) (hx : x ∈ feasible N)
    (h : ∀ k, e k * a k + U / 2 * (a k - a k ^ 2) - μ * a k ≤
      e k * x k + U / 2 * (x k - x k ^ 2) - μ * x k) :
    energy U e a ≤ energy U e x := by
  have hs := Finset.sum_le_sum (fun k (_ : k ∈ Finset.univ) => h k)
  rw [Finset.sum_sub_distrib, Finset.sum_sub_distrib, ← Finset.mul_sum, ← Finset.mul_sum,
    ha.2, hx.2] at hs
  unfold energy
  linarith

/-- For `U > 0`, the filling of `A` is a local minimum at fixed electron number if and only
if every filled level lies less than `U` above every empty level. -/
theorem filling_isLocalMin_iff {U : ℝ} (hU : 0 < U) (e : ι → ℝ) (A : Finset ι) :
    IsLocalMinOn (energy U e) (feasible (A.card : ℝ)) (filling A) ↔
      ∀ i ∈ A, ∀ j ∉ A, e i - e j < U := by
  constructor
  · intro h i hi j hj
    have hij : i ≠ j := fun hh => hj (hh ▸ hi)
    obtain ⟨ε, hε, hc⟩ := transfer_cost (filling_mem A) h hij
    obtain ⟨t, ht, hlt⟩ := exists_between (lt_min hε one_pos)
    obtain ⟨h1, h2⟩ := lt_min_iff.mp hlt
    have hfi : filling A i = 1 := if_pos hi
    have hfj : filling A j = 0 := if_neg hj
    rw [hfi, hfj] at hc
    have h3 := hc t (by rwa [abs_of_pos ht]) (by linarith) (by linarith) (by linarith)
      (by linarith)
    by_contra hcon
    have h4 : 0 ≤ t * (e i - e j - U) := mul_nonneg ht.le (by linarith)
    have h5 : 0 < U * t ^ 2 := by positivity
    linarith
  · intro h
    -- a chemical potential separates the shifted filled and empty levels
    obtain ⟨μ, hlo, hhi⟩ := Order.exists_between_finsets
      (A.image fun i => e i - U / 2) (Aᶜ.image fun j => e j + U / 2) (by
        intro x hx y hy
        obtain ⟨i, hi, rfl⟩ := Finset.mem_image.mp hx
        obtain ⟨j, hj, rfl⟩ := Finset.mem_image.mp hy
        linarith [h i hi j (Finset.mem_compl.mp hj)])
    have hev : ∀ k, ∀ᶠ x in 𝓝 (filling A), (k ∈ A → e k - μ < U / 2 * x k) ∧
        (k ∉ A → μ - e k < U / 2 * (1 - x k)) := by
      intro k
      by_cases hk : k ∈ A
      · have ho : IsOpen {x : ι → ℝ | e k - μ < U / 2 * x k} :=
          isOpen_lt (by fun_prop) (by fun_prop)
        have hm : filling A ∈ {x : ι → ℝ | e k - μ < U / 2 * x k} := by
          have := hlo _ (Finset.mem_image_of_mem _ hk)
          simp only [Set.mem_ofPred_eq, filling, if_pos hk]
          linarith
        filter_upwards [ho.mem_nhds hm] with x hx
        exact ⟨fun _ => hx, fun hn => absurd hk hn⟩
      · have ho : IsOpen {x : ι → ℝ | μ - e k < U / 2 * (1 - x k)} :=
          isOpen_lt (by fun_prop) (by fun_prop)
        have hm : filling A ∈ {x : ι → ℝ | μ - e k < U / 2 * (1 - x k)} := by
          have := hhi _ (Finset.mem_image_of_mem _ (Finset.mem_compl.mpr hk))
          simp only [Set.mem_ofPred_eq, filling, if_neg hk]
          linarith
        filter_upwards [ho.mem_nhds hm] with x hx
        exact ⟨fun hn => absurd hn hk, fun _ => hx⟩
    refine eventually_nhdsWithin_iff.mpr ?_
    filter_upwards [eventually_all.mpr hev] with x hx hxf
    refine energy_le_of_potential (μ := μ) (filling_mem A) hxf fun k => ?_
    by_cases hk : k ∈ A
    · simp only [filling, if_pos hk]
      nlinarith [mul_nonneg (sub_nonneg.mpr (hxf.1 k).2) (sub_nonneg.mpr ((hx k).1 hk).le)]
    · simp only [filling, if_neg hk]
      nlinarith [mul_nonneg (hxf.1 k).1 (sub_nonneg.mpr ((hx k).2 hk).le)]

/-- For `U > 0` and an integer number of electrons, every local minimum is a 0/1 filling. -/
theorem localMin_is_filling {U : ℝ} (hU : 0 < U) {e n : ι → ℝ} {N : ℕ}
    (hn : n ∈ feasible (N : ℝ)) (h : IsLocalMinOn (energy U e) (feasible (N : ℝ)) n) :
    ∃ A : Finset ι, n = filling A := by
  refine ⟨Finset.univ.filter fun k => n k = 1, ?_⟩
  by_contra hne
  obtain ⟨i, hi⟩ := Function.ne_iff.mp hne
  have hi1 : n i ≠ 1 := fun h1 => hi (by simp [filling, h1])
  have hi0 : n i ≠ 0 := fun h0 => hi (by simp [filling, h0])
  have i0 := lt_of_le_of_ne (hn.1 i).1 hi0.symm
  have i1 := lt_of_le_of_ne (hn.1 i).2 hi1
  -- a second fractional orbital could exchange charge with `i` and lower the energy
  have hoth : ∀ k ∈ Finset.univ.erase i, n k = if n k = 1 then (1 : ℝ) else 0 := by
    intro j hj
    have hij : i ≠ j := (Finset.ne_of_mem_erase hj).symm
    by_cases hj1 : n j = 1
    · rw [if_pos hj1, hj1]
    rw [if_neg hj1]
    by_contra hj0
    have j0 := lt_of_le_of_ne (hn.1 j).1 (Ne.symm hj0)
    have j1 := lt_of_le_of_ne (hn.1 j).2 hj1
    obtain ⟨ε, hε, hc⟩ := transfer_cost hn h hij
    obtain ⟨t, ht, hlt⟩ := exists_between (lt_min hε (lt_min (lt_min i0 (sub_pos.mpr i1))
      (lt_min j0 (sub_pos.mpr j1))))
    simp only [lt_min_iff] at hlt
    obtain ⟨h1, ⟨h2, h3⟩, h4, h5⟩ := hlt
    have hp := hc t (by rwa [abs_of_pos ht]) (by linarith) (by linarith) (by linarith)
      (by linarith)
    have hm := hc (-t) (by rwa [abs_neg, abs_of_pos ht]) (by linarith) (by linarith)
      (by linarith) (by linarith)
    have h6 : 0 < U * t ^ 2 := by positivity
    nlinarith
  -- a single fractional occupation cannot complete an integer total
  have hs := Finset.add_sum_erase Finset.univ n (Finset.mem_univ i)
  rw [Finset.sum_congr rfl hoth, Finset.sum_boole, hn.2] at hs
  set m := ((Finset.univ.erase i).filter fun k => n k = 1).card
  have a1 : (m : ℝ) < N := by linarith
  have a2 : (N : ℝ) < m + 1 := by linarith
  have b1 : m < N := by exact_mod_cast a1
  have b2 : N < m + 1 := by exact_mod_cast a2
  omega

/-- For `U ≥ 0`, the filling of `A` is a global minimum at fixed electron number if and only
if no filled level lies above an empty one. -/
theorem filling_isMin_iff {U : ℝ} (hU : 0 ≤ U) (e : ι → ℝ) (A : Finset ι) :
    IsMinOn (energy U e) (feasible (A.card : ℝ)) (filling A) ↔
      ∀ i ∈ A, ∀ j ∉ A, e i ≤ e j := by
  constructor
  · intro h i hi j hj
    have hij : i ≠ j := fun hh => hj (hh ▸ hi)
    -- compare with the filling in which one electron has moved from `i` to `j`
    have hm : transfer (filling A) i j 1 ∈ feasible (A.card : ℝ) := by
      refine ⟨fun k => ?_, ?_⟩
      · by_cases h1 : k = j
        · subst h1
          simp [transfer, filling, hj, hij.symm]
        · by_cases h2 : k = i
          · subst h2
            simp [transfer, filling, hi, h1]
          · simpa [transfer, h1, h2] using (filling_mem A).1 k
      · have hs := (filling_mem A).2
        simp [transfer, Finset.sum_add_distrib, Finset.sum_sub_distrib, hs]
    have hE := isMinOn_iff.mp h _ hm
    have hfi : filling A i = 1 := if_pos hi
    have hfj : filling A j = 0 := if_neg hj
    rw [energy_transfer U e _ hij, hfi, hfj] at hE
    linarith
  · intro h
    have hμ : ∃ μ, (∀ i ∈ A, e i ≤ μ) ∧ ∀ j ∉ A, μ ≤ e j := by
      rcases A.eq_empty_or_nonempty with rfl | hA
      · obtain ⟨μ, hb⟩ := (Set.finite_range e).bddBelow
        exact ⟨μ, by simp, fun j _ => hb ⟨j, rfl⟩⟩
      · obtain ⟨i, hi, hmax⟩ := Finset.exists_max_image A e hA
        exact ⟨e i, hmax, fun j hj => h i hi j hj⟩
    obtain ⟨μ, hlo, hhi⟩ := hμ
    refine isMinOn_iff.mpr fun x hx => ?_
    refine energy_le_of_potential (μ := μ) (filling_mem A) hx fun k => ?_
    have hx0 := (hx.1 k).1
    have hx1 := sub_nonneg.mpr (hx.1 k).2
    have hq := mul_nonneg hU (mul_nonneg hx0 hx1)
    by_cases hk : k ∈ A
    · simp only [filling, if_pos hk]
      nlinarith [mul_nonneg hx1 (sub_nonneg.mpr (hlo k hk))]
    · simp only [filling, if_neg hk]
      nlinarith [mul_nonneg hx0 (sub_nonneg.mpr (hhi k hk))]

/-- For `U > 0`, a filling is a local but not a global minimum exactly when some filled level
lies above an empty one and all such differences are smaller than `U`. -/
theorem metastable_iff {U : ℝ} (hU : 0 < U) (e : ι → ℝ) (A : Finset ι) :
    (IsLocalMinOn (energy U e) (feasible (A.card : ℝ)) (filling A) ∧
      ¬ IsMinOn (energy U e) (feasible (A.card : ℝ)) (filling A)) ↔
      (∀ i ∈ A, ∀ j ∉ A, e i - e j < U) ∧ ∃ i ∈ A, ∃ j ∉ A, e j < e i := by
  rw [filling_isLocalMin_iff hU, filling_isMin_iff hU.le]
  simp only [not_forall, not_le, exists_prop]

end

end HubbardMetastability
```

```lean
#print axioms HubbardMetastability.filling_isLocalMin_iff
-- 'HubbardMetastability.filling_isLocalMin_iff' depends on axioms: [propext, Classical.choice, Quot.sound]
#print axioms HubbardMetastability.localMin_is_filling
-- 'HubbardMetastability.localMin_is_filling' depends on axioms: [propext, Classical.choice, Quot.sound]
#print axioms HubbardMetastability.metastable_iff
-- 'HubbardMetastability.metastable_iff' depends on axioms: [propext, Classical.choice, Quot.sound]
```

## From charge transfers to the theorems

`energy_transfer` is the formula for \(\Delta E\). It is proved orbital by orbital, with corrections only at `i` and `j`. `transfer_cost` applies it at a local minimum: because the transferred occupations depend continuously on `t`, the neighbourhood in occupation space becomes a bound `|t| < ε`, within which admissible transfers cannot lower the energy.

In `filling_isLocalMin_iff`, the forward direction picks a `t` between 0 and the smaller of `ε` and 1, and contradicts \(e_i-e_j\ge U\). For the converse, `Order.exists_between_finsets` supplies \(\mu\). The statement `hev` says that the second factors stay positive near the filling, since strict inequalities between continuous functions define open sets; `eventually_all` combines the finitely many neighbourhoods. The products given to `nlinarith` are the two factored expressions above, and `energy_le_of_potential` does the sum in which \(\mu\) cancels.

`localMin_is_filling` takes as its candidate the set of orbitals with occupation exactly 1. If some orbital `i` is fractional, `transfer_cost` with `t` and `-t` shows that all others are 0 or 1. With `m` of them filled, the total would satisfy \(m<N<m+1\), which is impossible for integers.

`filling_isMin_iff` uses the transfer with `t = 1` in one direction. In the other it takes the highest filled level as \(\mu\), or a lower bound of all levels if nothing is filled. `metastable_iff` combines the two criteria and negates the second.
